# The first-order Hamiltonian of a perturbed Lagrangian: the mass-velocity term and the Darwin interaction of two charges

## Definitions and conventions

A Lagrangian is split as L = L0 + e L1, where e is a real expansion parameter; for slowly moving charges e = 1/c², with c the speed of light. Positions and time are held fixed throughout, so L0 and L1 are real functions of the velocity alone. Two velocity spaces occur. `F` is a real normed space, on which a momentum is a continuous linear form. `E` is a real inner product space, such as ordinary three-dimensional space, on which a momentum is a vector; the scalar product a·b is `⟪a, b⟫_ℝ` and the length |a| is `‖a‖`.

```lean
import Mathlib

open scoped InnerProductSpace

namespace DarwinLegendre

noncomputable section

variable {F : Type*} [NormedAddCommGroup F] [NormedSpace ℝ F]
variable {E : Type*} [NormedAddCommGroup E] [InnerProductSpace ℝ E]
```

For a fixed momentum p and a velocity v(e) that depends on the parameter, define

H(e) = p(v(e)) − L0(v(e)) − e L1(v(e)).

```lean
/-- The function `p(v) - L0(v) - e L1(v)` along a velocity curve `v(e)`, the momentum `p`
being a linear form on velocity space. -/
def legendreAlong (p : F →L[ℝ] ℝ) (L0 L1 : F → ℝ) (v : ℝ → F) (e : ℝ) : ℝ :=
  p (v e) - L0 (v e) - e * L1 (v e)
```

On `E` the first term becomes a scalar product:

H(e) = p·v(e) − L0(v(e)) − e L1(v(e)).

```lean
/-- The function `H(e) = p·v(e) - L0(v(e)) - e L1(v(e))` on a Euclidean velocity space. -/
def hamiltonianAlong (p : E) (L0 L1 : E → ℝ) (v : ℝ → E) (e : ℝ) : ℝ :=
  ⟪p, v e⟫_ℝ - L0 (v e) - e * L1 (v e)
```

H(e) is the Hamiltonian at momentum p when v(e) solves the Legendre condition ∇(L0 + e L1)(v(e)) = p. The definitions accept any curve `v`, and the theorems impose the condition at e = 0 only. A curve that solves it for all small e and is differentiable at 0 is therefore covered, but its existence is not derived: the curve is given data.

For a free particle of mass m and velocity x, the relativistic Lagrangian −mc²√(1 − |x|²/c²) expands as −mc² + m|x|²/2 + m|x|⁴/(8c²) + …, which motivates two definitions. The constant is discarded and the factor 1/c² is carried by e. The mass is any real number, and the later theorems ask only for m ≠ 0.

```lean
/-- The kinetic energy `m v² / 2`. -/
def kinetic (m : ℝ) (x : E) : ℝ := m / 2 * ‖x‖ ^ 2

/-- The quartic velocity term `m v⁴ / 8` of the Lagrangian. -/
def quartic (m : ℝ) (x : E) : ℝ := m / 8 * ‖x‖ ^ 4
```

For two particles the velocity is a pair w = (v₁, v₂), written `w.1` and `w.2`, and momenta p₁, p₂ act on it by

(v₁, v₂) ↦ p₁·v₁ + p₂·v₂.

```lean
/-- The linear form `(v₁, v₂) ↦ p₁·v₁ + p₂·v₂`. -/
def pairing (p₁ p₂ : E) : E × E →L[ℝ] ℝ := (innerSL ℝ p₁).coprod (innerSL ℝ p₂)
```

Mathlib gives `E × E` the maximum norm, which for nonzero `E` does not come from a scalar product, so the two-particle case uses the linear-form version `legendreAlong`.

Let the charges be q₁, q₂ at distance r, in Gaussian units, let κ = q₁q₂/r be the Coulomb energy and n the unit vector along the line joining them. The Darwin Lagrangian is L0 + L1/c² with

L0 = m₁|v₁|²/2 + m₂|v₂|²/2 − κ,

L1 = m₁|v₁|⁴/8 + m₂|v₂|⁴/8 + (κ/2)(v₁·v₂ + (v₁·n)(v₂·n)).

```lean
/-- The two-particle Lagrangian of order zero: kinetic energies minus the Coulomb energy `κ`. -/
def darwinL0 (m₁ m₂ κ : ℝ) (w : E × E) : ℝ := kinetic m₁ w.1 + kinetic m₂ w.2 - κ

/-- The first-order part of the Darwin Lagrangian: the two quartic terms and
`(κ/2) (v₁·v₂ + (v₁·n)(v₂·n))`. -/
def darwinL1 (m₁ m₂ κ : ℝ) (n : E) (w : E × E) : ℝ :=
  quartic m₁ w.1 + quartic m₂ w.2 + κ / 2 * (⟪w.1, w.2⟫_ℝ + ⟪w.1, n⟫_ℝ * ⟪w.2, n⟫_ℝ)
```

This Lagrangian is taken as the starting point and is not derived from the field equations. In Lean κ is an arbitrary real number and n an arbitrary vector, with no normalisation required.

One explicit curve is also defined. Inserting v = p/m + e u, with an unknown vector u, into the one-particle condition m v + e m|v|²v/2 = p and keeping the first order in e suggests u = −|p|²p/(2m³).

```lean
/-- The velocity curve `p/m - e |p|² p / (2 m³)`. -/
def firstOrderVelocity (m : ℝ) (p : E) (e : ℝ) : E :=
  m⁻¹ • p - (‖p‖ ^ 2 / (2 * m ^ 3) * e) • p
```

## The derivative along an arbitrary curve

Let D0 be the differential of L0 at v(0), D1 that of L1, and u = v′(0). The chain rule gives the three derivatives at e = 0,

(p∘v)′(0) = p(u),  (L0∘v)′(0) = D0(u),  (L1∘v)′(0) = D1(u),

and the product rule gives

d/de [e L1(v(e))] at e = 0 equals 1·L1(v(0)) + 0·D1(u) = L1(v(0)).

Adding up,

H′(0) = p(u) − D0(u) − L1(v(0)).

The hypotheses are local. `h0` names the differential of L0 at the single point v(0), `h1` says that L1 is differentiable there, and `hv` gives v′(0) = u. The conclusion `HasDerivAt` means H(e) = H(0) + e H′(0) + o(e), with e approaching 0 from both sides, and it gives no bound on the remainder. The facts `a`, `b`, `c` are the three uses of the chain rule, `d` combines them with the product rule `fun_mul`, and `simp` removes the term with the factor 0.

```lean
/-- If `L0` has differential `D0` at `v(0)`, `L1` is differentiable at `v(0)` and `v'(0) = u`, the derivative at `e = 0` is
`p(u) - D0(u) - L1(v(0))`. -/
theorem hasDerivAt_legendreAlong (p : F →L[ℝ] ℝ) {D0 : F →L[ℝ] ℝ} {L0 L1 : F → ℝ}
    {v : ℝ → F} {u : F} (h0 : HasFDerivAt L0 D0 (v 0)) (h1 : DifferentiableAt ℝ L1 (v 0))
    (hv : HasDerivAt v u 0) :
    HasDerivAt (legendreAlong p L0 L1 v) (p u - D0 u - L1 (v 0)) 0 := by
  have a : HasDerivAt (fun e => p (v e)) (p u) 0 := by
    have := (p.hasFDerivAt (x := v 0)).comp_hasDerivAt (0 : ℝ) hv
    exact this
  have b : HasDerivAt (fun e => L0 (v e)) (D0 u) 0 := by
    have := h0.comp_hasDerivAt (0 : ℝ) hv
    exact this
  have c : HasDerivAt (fun e => L1 (v e)) (fderiv ℝ L1 (v 0) u) 0 := by
    have := h1.hasFDerivAt.comp_hasDerivAt (0 : ℝ) hv
    exact this
  -- the variation of `L1` carries a factor `e` and drops out at `e = 0`
  have d := (a.fun_sub b).fun_sub ((hasDerivAt_id' (0 : ℝ)).fun_mul c)
  exact HasDerivAt.congr_deriv d (by simp)
```

## Stationarity removes the velocity shift

If ∇L0(v(0)) = p, then D0(u) = p·u for every u. The first two terms cancel whatever v′(0) is, and

H′(0) = −L1(v(0)).

The hypothesis is `HasGradientAt L0 p (v 0)`. Mathlib defines gradients through the identification `InnerProductSpace.toDual` of vectors with linear forms, which needs `CompleteSpace E`; every finite-dimensional space is complete. The proof takes the same linear form for the momentum and for D0, and `sub_self` performs the cancellation.

```lean
/-- If `∇L0(v(0)) = p` and `L1` is differentiable at `v(0)`, then `H'(0) = -L1(v(0))` for every velocity curve differentiable at
`0`. -/
theorem first_order_hamiltonian [CompleteSpace E] {p : E} {L0 L1 : E → ℝ} {v : ℝ → E}
    (h0 : HasGradientAt L0 p (v 0)) (h1 : DifferentiableAt ℝ L1 (v 0))
    (hv : DifferentiableAt ℝ v 0) :
    HasDerivAt (hamiltonianAlong p L0 L1 v) (-L1 (v 0)) 0 := by
  have t := hasDerivAt_legendreAlong (InnerProductSpace.toDual ℝ E p)
    (hasGradientAt_iff_hasFDerivAt.1 h0) h1 hv.hasDerivAt
  -- stationarity: the terms with `v'(0)` cancel
  rw [sub_self, zero_sub] at t
  exact t
```

The differentiability of v matters. Take E = ℝ, p = 0, L0 = v²/2, L1 = v⁴/8 and v(e) = √|e|. The gradient condition holds at v(0) = 0, yet H(e) = −|e|/2 − e³/8 has a corner at e = 0.

The gradient condition matters as well. With the same L0 and L1, p = 1 and v(e) = e, one has H(e) = e − e²/2 − e⁵/8, so H′(0) = 1, while −L1(v(0)) = 0. A converse makes this systematic. Suppose L0 has some gradient g at a point x, L1 is differentiable at x, and H′(0) = −L1(x) along every straight line v(e) = x + e u. The general formula gives

p·u − g·u − L1(x) = −L1(x) for all u,

so g·u = p·u for all u, and g = p. In the proof `ext_inner_right` reduces g = p to the equality of scalar products, `line` is v′(0) = u, `t` is the general formula on the line, `t.unique (h u)` equates the two values of the derivative, and `linarith` cancels L1(x).

```lean
/-- Let `L0` have a gradient at `x` and let `L1` be differentiable at `x`. If `H'(0) = -L1(x)` along every straight line through `x`, then the gradient
of `L0` at `x` is `p`. -/
theorem gradient_eq_of_first_order [CompleteSpace E] {p g x : E} {L0 L1 : E → ℝ}
    (h0 : HasGradientAt L0 g x) (h1 : DifferentiableAt ℝ L1 x)
    (h : ∀ u : E, HasDerivAt (hamiltonianAlong p L0 L1 fun e => x + e • u) (-L1 x) 0) :
    g = p := by
  refine ext_inner_right ℝ fun u => ?_
  have line : HasDerivAt (fun e : ℝ => x + e • u) u 0 :=
    (((hasDerivAt_id' (0 : ℝ)).smul_const u).const_add x).congr_deriv (one_smul _ _)
  have h0' : HasFDerivAt L0 (InnerProductSpace.toDual ℝ E g) (x + (0 : ℝ) • u) := by
    rw [zero_smul, add_zero]
    exact hasGradientAt_iff_hasFDerivAt.1 h0
  have h1' : DifferentiableAt ℝ L1 (x + (0 : ℝ) • u) := by
    rw [zero_smul, add_zero]
    exact h1
  have s := hasDerivAt_legendreAlong (v := fun e : ℝ => x + e • u) (innerSL ℝ p) h0' h1' line
  have t : HasDerivAt (hamiltonianAlong p L0 L1 fun e => x + e • u)
      (⟪p, u⟫_ℝ - ⟪g, u⟫_ℝ - L1 (x + (0 : ℝ) • u)) 0 := s
  have uniq := t.unique (h u)
  rw [zero_smul, add_zero] at uniq
  linarith
```

## One particle: the mass-velocity term

From |x + y|² = |x|² + 2x·y + |y|², the differential of |x|² at x is y ↦ 2x·y. Multiplying by m/2, the differential of the kinetic energy is

y ↦ (m x)·y.

```lean
/-- The differential of the kinetic energy at velocity `x` is the scalar product with `m x`. -/
theorem hasFDerivAt_kinetic (m : ℝ) (x : E) :
    HasFDerivAt (kinetic m) (innerSL ℝ (m • x)) x := by
  have h := (hasStrictFDerivAt_norm_sq x).hasFDerivAt.const_mul (m / 2)
  refine HasFDerivAt.congr_fderiv h ?_
  ext y
  simp
  ring
```

The gradient at x is therefore m x. A gradient is unique (`hg.unique`), so the gradient equals p exactly when m x = p, for every real m.

```lean
/-- The gradient of the kinetic energy at `x` is `p` exactly when `m x = p`. -/
theorem hasGradientAt_kinetic_iff [CompleteSpace E] (m : ℝ) (p x : E) :
    HasGradientAt (kinetic m) p x ↔ m • x = p := by
  have hg : HasGradientAt (kinetic m) (m • x) x := by
    rw [hasGradientAt_iff_hasFDerivAt]
    refine (hasFDerivAt_kinetic m x).congr_fderiv ?_
    rfl
  exact ⟨fun h => hg.unique h, fun h => h ▸ hg⟩
```

Writing |y|⁴ = |y|²|y|² shows the quartic term to be a constant times a product of differentiable functions.

```lean
/-- The quartic velocity term is differentiable everywhere. -/
theorem differentiable_quartic (m : ℝ) : Differentiable ℝ (quartic m : E → ℝ) := by
  intro x
  have h := (hasStrictFDerivAt_norm_sq x).hasFDerivAt.differentiableAt
  have e : (quartic m : E → ℝ) = fun y => m / 8 * (‖y‖ ^ 2 * ‖y‖ ^ 2) := by
    funext y
    simp only [quartic]
    ring
  have d := (h.mul h).const_mul (m / 8)
  rw [e]
  exact d
```

Converting speeds into momenta needs

|m x|² = m²|x|²,  |m x|⁴ = m⁴|x|⁴.

The step `sq_abs` covers either sign of m.

```lean
/-- The second and fourth powers of the momentum `m x` in terms of the speed. -/
theorem momentum_pow (m : ℝ) (x : E) :
    ‖m • x‖ ^ 2 = m ^ 2 * ‖x‖ ^ 2 ∧ ‖m • x‖ ^ 4 = m ^ 4 * ‖x‖ ^ 4 := by
  have h : ‖m • x‖ ^ 2 = m ^ 2 * ‖x‖ ^ 2 := by
    rw [norm_smul, mul_pow, Real.norm_eq_abs, sq_abs]
  refine ⟨h, ?_⟩
  calc ‖m • x‖ ^ 4 = (‖m • x‖ ^ 2) ^ 2 := by ring
    _ = m ^ 4 * ‖x‖ ^ 4 := by rw [h]; ring
```

Now let m ≠ 0, L0 = m|v|²/2, L1 = m|v|⁴/8 and ∇L0(v(0)) = p. Then m v(0) = p, so v(0) = p/m, and

H(0) = m|v(0)|² − m|v(0)|²/2 = m|v(0)|²/2 = |p|²/(2m),

H′(0) = −m|v(0)|⁴/8 = −|p|⁴/(8m³).

The theorem `mass_velocity` states these three results. The proof obtains `t` from `first_order_hamiltonian`, replaces p by m v(0) with `subst hp`, expands the powers by `momentum_pow` and clears denominators with `field_simp`.

```lean
/-- For `m ≠ 0`, `L0 = m v²/2`, `L1 = m v⁴/8`, a curve `v` differentiable at `0` and `∇L0(v(0)) = p`: `v(0) = p/m`, `H(0) = p²/(2m)` and
`H'(0) = -p⁴/(8m³)`. -/
theorem mass_velocity [CompleteSpace E] {m : ℝ} (hm : m ≠ 0) {p : E} {v : ℝ → E}
    (h0 : HasGradientAt (kinetic m) p (v 0)) (hv : DifferentiableAt ℝ v 0) :
    v 0 = m⁻¹ • p ∧ hamiltonianAlong p (kinetic m) (quartic m) v 0 = ‖p‖ ^ 2 / (2 * m) ∧
      HasDerivAt (hamiltonianAlong p (kinetic m) (quartic m) v)
        (-(‖p‖ ^ 4 / (8 * m ^ 3))) 0 := by
  have t := first_order_hamiltonian h0 (differentiable_quartic m (v 0)) hv
  have hp := (hasGradientAt_kinetic_iff m p (v 0)).1 h0
  subst hp
  refine ⟨(inv_smul_smul₀ hm _).symm, ?_, t.congr_deriv ?_⟩
  · simp only [hamiltonianAlong, kinetic, real_inner_smul_left, real_inner_self_eq_norm_sq,
      (momentum_pow m (v 0)).1]
    field_simp
    ring
  · simp only [quartic, (momentum_pow m (v 0)).2]
    field_simp
```

The value agrees with the expansion √(m²c⁴ + |p|²c²) = mc² + |p|²/(2m) − |p|⁴/(8m³c²) + … for m > 0. For m = 0 the function L0 vanishes, the gradient condition reads p = 0 at every velocity, and v(0) is left undetermined, so the first conclusion depends on `hm`.

The curve p/m − e|p|²p/(2m³) starts at p/m and is linear in e, so it satisfies `h0` and `hv` of `mass_velocity` for every p. These two properties are what the next theorem states; the constant curve p/m has them too and gives the same H′(0).

```lean
/-- For `m ≠ 0`, the curve `p/m - e |p|² p/(2m³)` is differentiable at `0`, and the gradient of the kinetic
energy at its initial point is `p`. -/
theorem mass_velocity_witness [CompleteSpace E] {m : ℝ} (hm : m ≠ 0) (p : E) :
    HasGradientAt (kinetic m) p (firstOrderVelocity m p 0) ∧
      DifferentiableAt ℝ (firstOrderVelocity m p) 0 := by
  constructor
  · rw [hasGradientAt_kinetic_iff]
    simp [firstOrderVelocity, smul_inv_smul₀ hm]
  · unfold firstOrderVelocity
    fun_prop
```

## Two particles: the Darwin Hamiltonian

The constant κ does not contribute to the differential of L0, which at (v₁, v₂) sends a displacement (u₁, u₂) to

m₁v₁·u₁ + m₂v₂·u₂.

The hypothesis `h0` says that at v(0) this differential is `pairing p₁ p₂`. Differentials are unique, so the two linear forms agree. Evaluating them on (u, 0) and on (0, u) gives

m₁v₁(0) = p₁,  m₂v₂(0) = p₂,

which are `e1` and `e2`. L1 is built from quartic terms, scalar products and products of these, so it is differentiable (`hL`). The general formula with D0 equal to the momentum form gives H′(0) = −L1(v(0)), and substituting vᵢ(0) = pᵢ/mᵢ for i = 1, 2, with m₁, m₂ ≠ 0, yields

H′(0) = −|p₁|⁴/(8m₁³) − |p₂|⁴/(8m₂³) − κ/(2m₁m₂) · (p₁·p₂ + (p₁·n)(p₂·n)).

The theorem `darwin_hamiltonian` states the two zeroth-order velocities and this derivative, for any curve of velocity pairs differentiable at 0. It makes no statement about H(0), and it needs no completeness of `E`. In the proof `k` is the differential of L0, `uniq` the equality of linear forms and `t` the general formula; `subst e1 e2` turns the momenta into mᵢvᵢ(0), and `field_simp` with `ring` finishes the algebra.

```lean
/-- For the two-particle Darwin Lagrangian with `m₁, m₂ ≠ 0`, canonical momenta `p₁, p₂` at
order zero and a velocity curve differentiable at `0`:
`vᵢ(0) = pᵢ/mᵢ` and `H'(0) = -p₁⁴/(8m₁³) - p₂⁴/(8m₂³) - κ (p₁·p₂ + (p₁·n)(p₂·n))/(2m₁m₂)`. -/
theorem darwin_hamiltonian {m₁ m₂ : ℝ} (hm₁ : m₁ ≠ 0) (hm₂ : m₂ ≠ 0) (κ : ℝ) (n : E)
    {p₁ p₂ : E} {v : ℝ → E × E}
    (h0 : HasFDerivAt (darwinL0 m₁ m₂ κ) (pairing p₁ p₂) (v 0)) (hv : DifferentiableAt ℝ v 0) :
    v 0 = (m₁⁻¹ • p₁, m₂⁻¹ • p₂) ∧
      HasDerivAt (legendreAlong (pairing p₁ p₂) (darwinL0 m₁ m₂ κ) (darwinL1 m₁ m₂ κ n) v)
        (-(‖p₁‖ ^ 4 / (8 * m₁ ^ 3)) - ‖p₂‖ ^ 4 / (8 * m₂ ^ 3)
          - κ / (2 * m₁ * m₂) * (⟪p₁, p₂⟫_ℝ + ⟪p₁, n⟫_ℝ * ⟪p₂, n⟫_ℝ)) 0 := by
  -- uniqueness of the differential of `L0` gives `mᵢ vᵢ = pᵢ`
  have k1 := HasFDerivAt.comp (f := (Prod.fst : E × E → E)) (v 0)
    (hasFDerivAt_kinetic m₁ (v 0).1) hasFDerivAt_fst
  have k2 := HasFDerivAt.comp (f := (Prod.snd : E × E → E)) (v 0)
    (hasFDerivAt_kinetic m₂ (v 0).2) hasFDerivAt_snd
  have k := (k1.add k2).sub_const κ
  have uniq := HasFDerivAt.unique k h0
  have e1 : m₁ • (v 0).1 = p₁ := ext_inner_right ℝ fun u => by
    simpa [pairing, real_inner_smul_left] using DFunLike.congr_fun uniq (u, 0)
  have e2 : m₂ • (v 0).2 = p₂ := ext_inner_right ℝ fun u => by
    simpa [pairing, real_inner_smul_left] using DFunLike.congr_fun uniq (0, u)
  -- `L1` is differentiable
  have f1 : Differentiable ℝ (fun w : E × E => w.1) := differentiable_fst
  have f2 : Differentiable ℝ (fun w : E × E => w.2) := differentiable_snd
  have d1 := (differentiable_quartic m₁).comp f1
  have d2 := (differentiable_quartic m₂).comp f2
  have i12 := f1.inner ℝ f2
  have i1 := f1.inner ℝ (differentiable_const n)
  have i2 := f2.inner ℝ (differentiable_const n)
  have hd := (d1.add d2).add ((i12.add (i1.mul i2)).const_mul (κ / 2))
  have hL : Differentiable ℝ (darwinL1 m₁ m₂ κ n) := hd
  have t := hasDerivAt_legendreAlong (pairing p₁ p₂) h0 (hL (v 0)) hv.hasDerivAt
  subst e1 e2
  refine ⟨Prod.ext (inv_smul_smul₀ hm₁ _).symm (inv_smul_smul₀ hm₂ _).symm, t.congr_deriv ?_⟩
  simp only [darwinL1, quartic, sub_self, (momentum_pow m₁ (v 0).1).2,
    (momentum_pow m₂ (v 0).2).2, real_inner_smul_left, real_inner_smul_right]
  field_simp
  ring

end

end DarwinLegendre
```

```lean
#print axioms DarwinLegendre.gradient_eq_of_first_order
#print axioms DarwinLegendre.mass_velocity
#print axioms DarwinLegendre.darwin_hamiltonian
```

```
'DarwinLegendre.gradient_eq_of_first_order' depends on axioms: [propext, Classical.choice, Quot.sound]
'DarwinLegendre.mass_velocity' depends on axioms: [propext, Classical.choice, Quot.sound]
'DarwinLegendre.darwin_hamiltonian' depends on axioms: [propext, Classical.choice, Quot.sound]
```

## Special cases, an alternative definition, and use

The remarks from here on, like the two counter-examples and the series expansions above, are ordinary reasoning that Lean has not examined.

For κ = 0 the two-particle derivative is the sum of two mass-velocity terms. In one dimension, E = ℝ with n = 1, the bracket is 2p₁p₂ and the interaction term is −κp₁p₂/(m₁m₂). At fixed momenta the interaction term falls off as 1/m₂ when particle 2 is heavy, so for an electron and a nucleus it is a recoil correction of first order in the inverse nuclear mass, and only −|p₁|⁴/(8m₁³) survives the limit m₂ → ∞.

The Hamiltonian could instead have been defined as the supremum over v of p·v − L0(v) − e L1(v), which needs no curve. For one particle with m > 0 on a nonzero space this supremum is finite for e ≥ 0 but infinite for e < 0, where the quartic term grows without bound, so only a one-sided derivative could be stated. The formulation by curves is local and two-sided, at the price of taking the curve as given.

In a calculation the result is a substitution rule: change the sign of L1 and insert v = p/m, without solving the Legendre condition for the shifted velocity. With e = 1/c² and pᵢ → −iħ∇ᵢ, the terms become the mass-velocity and orbit–orbit operators of the Breit–Pauli Hamiltonian, whose expectation values are part of the first-order relativistic corrections to nonrelativistic energies; the theorems themselves are classical and spinless, at fixed positions and first order in e. Since κ and n depend on the positions, after quantisation they do not commute with the momenta, and the order of the factors has to be specified. The contact operator known as the Darwin term of the Pauli Hamiltonian is a different object and does not arise from this Lagrangian.
